# T-moves on two sites with $0<v<t$: among positive trial functions, only the uniform one gives the exact energy

Let $0<v<t$ and $a>0$. The matrices

$$
H=\begin{pmatrix}0&v-t\\ v-t&0\end{pmatrix},\qquad
H_a=\begin{pmatrix}va&-t\\ -t&v/a\end{pmatrix}
$$

are the exact Hamiltonian of a particle on two sites, with kinetic hopping $-t$ and nonlocal potential element $v$, and its T-move replacement for the trial function $(1,a)$. The lowest eigenvalue of $H$ is $v-t$. The lowest eigenvalue of $H_a$ is never below $v-t$, and equals it exactly when $a=1$. As $a$ runs over the positive reals, it takes every value in $[v-t,0)$ and no other.

## A nonlocal potential on two sites

Number the sites 0 and 1 and set both on-site energies to zero. Kinetic energy contributes the hopping element $-t$. The constant $v$ stands for the off-diagonal element of a nonlocal pseudopotential. Its positive sign is the troublesome one in diffusion Monte Carlo (DMC): with a positive trial function, such an element cannot serve as a transition rate for walkers. The condition $v<t$ says that kinetic hopping outweighs it, so the exact ground state is the nodeless vector $(1,1)/\sqrt2$.

The T-move prescription judges the sign of the potential element alone, although the total element $v-t$ is negative here and would give a valid rate. It keeps the hopping $-t$ and moves $v$ to the diagonal, weighted by the ratio of trial amplitudes. For the normalised trial function $(1,a)/\sqrt{1+a^2}$, that ratio is $a$ at site 0 and $1/a$ at site 1, which gives $H_a$. Since the only potential element is positive, no potential move remains, and the locality approximation would give the same matrix here.

Every $a>0$ gives a nodeless trial function, so changing $a$ changes only what a Jastrow factor changes. In this one-particle, two-site model, the T-move energy therefore depends on the Jastrow factor, even though the trial function stays nodeless throughout.

## What the Lean statements say

`IsEigenvalue M E` says that some non-zero real vector $x$ satisfies $Mx=Ex$. `IsGroundEnergy M E` says that $E$ is the least element of the set of eigenvalues. The matrices $H$ and $H_a$ are `exactH v t` and `tmoveH v t a`.

The main theorem, `tmove_energy_bound`, takes $0<v<t$, $a>0$, a ground energy $E_0$ of $H$ and a ground energy $E$ of $H_a$. It concludes that $E_0\le E$, and that $E=E_0$ if and only if $a=1$. The values themselves come from `exact_ground`, which gives $v-t$, and `tmoveEnergy_ground`, which gives the closed formula `tmoveEnergy` and its negative sign. Two further theorems state that the energy grows strictly with $a$ for $a\ge1$ and that its range is $[v-t,0)$. Every theorem about the T-move ground energy assumes $0<v<t$, even where its docstring does not repeat this.

The T-move matrix is written down explicitly for this model; no general T-move rule is formalised, nor is the variational bound for arbitrary systems. The model also leaves out walkers, time steps and the angular integration of a real pseudopotential. The energy studied is the one that an ideal projection with $H_a$ would reach.

## From the secular equation to the bound

**Eigenvalues.** Take a symmetric matrix with diagonal $p,r$ and coupling $w\neq0$. An eigenvector $(x_0,x_1)$ satisfies

$$
(p-E)x_0+wx_1=0,\qquad wx_0+(r-E)x_1=0 .
$$

Eliminating either amplitude shows that $D=(p-E)(r-E)-w^2$ multiplies both $x_0$ and $x_1$ to zero, so a non-zero vector requires $D=0$. Conversely, if $D=0$, the non-zero vector $(-w,\,p-E)$ solves both equations.

For $H$ this reads $E^2=(v-t)^2$, with roots $\pm(t-v)$, the lower being $v-t$. For $H_a$ it reads $(va-E)(v/a-E)=t^2$. With $S=v(a+1/a)$, this becomes

$$
E^2-SE=t^2-v^2 .
$$

The product of the roots is $-(t^2-v^2)<0$, so exactly one root is negative, and it is the ground energy:

$$
E=\tfrac12\Bigl(S-\sqrt{S^2+4(t^2-v^2)}\Bigr).
$$

**The bound.** Expand around the exact energy and insert $SE-E^2=-(t-v)(t+v)$:

$$
\begin{aligned}
(E-(v-t))(S+t-v-E)&=SE-E^2+(t-v)S+(t-v)^2\\
&=(t-v)(S-2v)\\
&=v(t-v)\frac{(a-1)^2}{a}.
\end{aligned}
$$

Since $E<0$, the second factor on the left is positive. The right side is non-negative and vanishes only at $a=1$. Hence $E\ge v-t$, with equality exactly there.

**Growth with $a$.** Let $1\le a<b$, with traces $S_a,S_b$ and ground energies $E_a,E_b$. Then

$$
S_b-S_a=v(b-a)\Bigl(1-\frac1{ab}\Bigr)>0 .
$$

Subtracting the secular equations gives

$$
(E_b-E_a)(E_b+E_a-S_b)=(S_b-S_a)E_a .
$$

The right side is negative, and so is the second factor on the left. Therefore $E_b>E_a$.

**The range.** The bound and the negative sign place every T-move energy in $[v-t,0)$. Conversely, choose $E$ in that interval. The secular equation requires $a+1/a=s$ with

$$
s=\frac{E^2-(t^2-v^2)}{vE},\qquad
(s-2)\,vE=(E-(v-t))(E-(v+t))\le0 .
$$

Since $vE<0$, we have $s\ge2$. Then $a=\frac12\bigl(s+\sqrt{s^2-4}\bigr)$ is positive and satisfies $a^2+1=sa$, so it produces the chosen energy. A sufficiently uneven trial function can thus lose any fraction of the energy lowering $t-v$ short of the whole.

## The same argument for $a\le1$

The secular equation contains $a$ only through $a+1/a$, so $a$ and $1/a$ give the same energy; physically, this exchanges the two sites. Combined with growth for $a\ge1$, it follows by hand that the energy decreases strictly on $0<a\le1$. This companion to the monotonicity theorem is not stated in the file.

## The complete Lean file

```lean
import Mathlib

open Matrix

namespace TwoSiteTMove

noncomputable section

/-- `E` is an eigenvalue of the real two-site Hamiltonian `M`. -/
def IsEigenvalue (M : Matrix (Fin 2) (Fin 2) ℝ) (E : ℝ) : Prop :=
  ∃ x : Fin 2 → ℝ, x ≠ 0 ∧ M *ᵥ x = E • x

/-- `E` is the lowest eigenvalue of the two-site Hamiltonian `M`. -/
def IsGroundEnergy (M : Matrix (Fin 2) (Fin 2) ℝ) (E : ℝ) : Prop :=
  IsLeast {e | IsEigenvalue M e} E

/-- The exact Hamiltonian: kinetic hopping `-t` plus a nonlocal potential element `v`. -/
def exactH (v t : ℝ) : Matrix (Fin 2) (Fin 2) ℝ := !![0, v - t; v - t, 0]

/-- For `v > 0`, the T-move Hamiltonian for the trial function `(1, a)`, `a > 0`: `v` is removed
from the hopping and put on the diagonal, weighted by the ratio of trial amplitudes. -/
def tmoveH (v t a : ℝ) : Matrix (Fin 2) (Fin 2) ℝ := !![v * a, -t; -t, v / a]

/-- The closed formula for the T-move energy as a function of the trial amplitude `a > 0`, for `0 <
v < t`. -/
def tmoveEnergy (v t a : ℝ) : ℝ :=
  (v * (a + 1 / a) - Real.sqrt ((v * (a + 1 / a)) ^ 2 + 4 * (t ^ 2 - v ^ 2))) / 2

/-- Secular equation of two coupled sites with on-site energies `p`, `r` and coupling `w`. -/
theorem isEigenvalue_iff {p w r E : ℝ} (hw : w ≠ 0) :
    IsEigenvalue !![p, w; w, r] E ↔ (p - E) * (r - E) = w ^ 2 := by
  constructor
  · rintro ⟨x, hx, h⟩
    have h0 : p * x 0 + w * x 1 = E * x 0 := by
      simpa [Matrix.mulVec, dotProduct, Fin.sum_univ_two] using congrFun h 0
    have h1 : w * x 0 + r * x 1 = E * x 1 := by
      simpa [Matrix.mulVec, dotProduct, Fin.sum_univ_two] using congrFun h 1
    by_contra hne
    have hd : (p - E) * (r - E) - w ^ 2 ≠ 0 := sub_ne_zero.mpr hne
    -- a non-zero determinant forces both amplitudes to vanish
    have d0 : ((p - E) * (r - E) - w ^ 2) * x 0 = 0 := by
      linear_combination (r - E) * h0 - w * h1
    have d1 : ((p - E) * (r - E) - w ^ 2) * x 1 = 0 := by
      linear_combination (p - E) * h1 - w * h0
    have e0 := (mul_eq_zero.mp d0).resolve_left hd
    have e1 := (mul_eq_zero.mp d1).resolve_left hd
    exact hx (by ext i; fin_cases i <;> simp [e0, e1])
  · intro h
    refine ⟨![-w, p - E], fun h0 => hw (by simpa using congrFun h0 0), ?_⟩
    ext i
    fin_cases i
    · simp [Matrix.mulVec, dotProduct, Fin.sum_univ_two]
      ring
    · simp [Matrix.mulVec, dotProduct, Fin.sum_univ_two]
      linear_combination h

/-- For `v < t` the exact ground energy is `v - t`. -/
theorem exact_ground {v t : ℝ} (hvt : v < t) : IsGroundEnergy (exactH v t) (v - t) := by
  have hw : v - t ≠ 0 := (sub_neg.mpr hvt).ne
  constructor
  · show IsEigenvalue !![0, v - t; v - t, 0] (v - t)
    exact (isEigenvalue_iff hw).mpr (by ring)
  · intro E hE
    have h : (0 - E) * (0 - E) = (v - t) ^ 2 := (isEigenvalue_iff hw).mp hE
    by_contra hlt
    have hlt' : E < v - t := not_le.mp hlt
    nlinarith [mul_pos (show 0 < (v - t) - E by linarith) (show 0 < -(v - t) - E by linarith)]

/-- Secular equation of the matrix `tmoveH v t a`, for non-zero `t` and `a`. -/
theorem tmove_isEigenvalue_iff {v t a E : ℝ} (ht : t ≠ 0) (ha : a ≠ 0) :
    IsEigenvalue (tmoveH v t a) E ↔ E ^ 2 - v * (a + 1 / a) * E = t ^ 2 - v ^ 2 := by
  have hi : a * (1 / a) = 1 := mul_one_div_cancel ha
  have h : (v * a - E) * (v / a - E) = v ^ 2 - v * (a + 1 / a) * E + E ^ 2 := by
    linear_combination v ^ 2 * hi
  unfold tmoveH
  rw [isEigenvalue_iff (neg_ne_zero.mpr ht), h]
  constructor <;> intro h' <;> linear_combination h'

/-- A negative solution of the T-move secular equation is the T-move ground energy. -/
theorem tmove_ground_of_neg {v t a E : ℝ} (hv : 0 < v) (hvt : v < t) (ha : 0 < a) (hE : E < 0)
    (h : E ^ 2 - v * (a + 1 / a) * E = t ^ 2 - v ^ 2) : IsGroundEnergy (tmoveH v t a) E := by
  have ht : t ≠ 0 := (hv.trans hvt).ne'
  have hS : 0 < v * (a + 1 / a) := by positivity
  refine ⟨(tmove_isEigenvalue_iff ht ha.ne').mpr h, fun e he => ?_⟩
  have h' : e ^ 2 - v * (a + 1 / a) * e = t ^ 2 - v ^ 2 :=
    (tmove_isEigenvalue_iff ht ha.ne').mp he
  by_contra hlt
  have hlt' : e < E := not_le.mp hlt
  -- two distinct roots add up to a positive number, so they cannot both be negative
  nlinarith [mul_pos (sub_pos.mpr hlt') (show 0 < v * (a + 1 / a) - E - e by linarith)]

/-- The closed formula gives the lowest eigenvalue of the T-move Hamiltonian, and it is
negative. -/
theorem tmoveEnergy_ground {v t a : ℝ} (hv : 0 < v) (hvt : v < t) (ha : 0 < a) :
    IsGroundEnergy (tmoveH v t a) (tmoveEnergy v t a) ∧ tmoveEnergy v t a < 0 := by
  have hc : 0 < t ^ 2 - v ^ 2 := by nlinarith
  have hR := Real.sq_sqrt (show 0 ≤ (v * (a + 1 / a)) ^ 2 + 4 * (t ^ 2 - v ^ 2) by positivity)
  have hlt : v * (a + 1 / a) < Real.sqrt ((v * (a + 1 / a)) ^ 2 + 4 * (t ^ 2 - v ^ 2)) :=
    Real.lt_sqrt_of_sq_lt (by linarith)
  have hneg : tmoveEnergy v t a < 0 := by
    unfold tmoveEnergy
    linarith
  refine ⟨tmove_ground_of_neg hv hvt ha hneg ?_, hneg⟩
  unfold tmoveEnergy
  linear_combination hR / 4

/-- The T-move ground energy is never below the exact one, and the two agree if and only if the
trial function `(1, a)` has `a = 1`. -/
theorem tmove_energy_bound {v t a E₀ E : ℝ} (hv : 0 < v) (hvt : v < t) (ha : 0 < a)
    (hE₀ : IsGroundEnergy (exactH v t) E₀) (hE : IsGroundEnergy (tmoveH v t a) E) :
    E₀ ≤ E ∧ (E = E₀ ↔ a = 1) := by
  have h₀ : E₀ = v - t := IsLeast.unique hE₀ (exact_ground hvt)
  rw [h₀]
  have ht : t ≠ 0 := (hv.trans hvt).ne'
  have hd : 0 < t - v := sub_pos.mpr hvt
  have h : E ^ 2 - v * (a + 1 / a) * E = t ^ 2 - v ^ 2 :=
    (tmove_isEigenvalue_iff ht ha.ne').mp hE.1
  have hi : a * (1 / a) = 1 := mul_one_div_cancel ha.ne'
  have hs : a + 1 / a - 2 = (a - 1) ^ 2 * (1 / a) := by linear_combination -(a - 2) * hi
  -- the secular equation, expanded around the exact energy
  have fac : (E - (v - t)) * (v * (a + 1 / a) + t - v - E)
      = v * (t - v) * ((a - 1) ^ 2 * (1 / a)) := by
    linear_combination -h + v * (t - v) * hs
  have hS : 0 < v * (a + 1 / a) := by positivity
  have hle : v - t ≤ E := by
    by_contra hlt
    have hlt' : E < v - t := not_le.mp hlt
    have hR : 0 ≤ v * (t - v) * ((a - 1) ^ 2 * (1 / a)) :=
      mul_nonneg (mul_pos hv hd).le (by positivity)
    have hL := mul_neg_of_neg_of_pos (show E - (v - t) < 0 by linarith)
      (show 0 < v * (a + 1 / a) + t - v - E by linarith)
    linarith
  refine ⟨hle, fun hEq => ?_, ?_⟩
  · rw [hEq, sub_self, zero_mul] at fac
    have hne : v * (t - v) * (1 / a) ≠ 0 :=
      (mul_pos (mul_pos hv hd) (one_div_pos.mpr ha)).ne'
    have hz : v * (t - v) * (1 / a) * (a - 1) ^ 2 = 0 := by linear_combination -fac
    have h1 := (pow_eq_zero_iff two_ne_zero).mp ((mul_eq_zero.mp hz).resolve_left hne)
    linarith
  · rintro rfl
    have hmem : IsEigenvalue (tmoveH v t 1) (v - t) :=
      (tmove_isEigenvalue_iff ht one_ne_zero).mpr (by ring)
    exact le_antisymm (hE.2 hmem) hle

/-- For `a ≥ 1` the T-move energy grows strictly with the trial amplitude `a`. -/
theorem tmoveEnergy_strictMonoOn {v t : ℝ} (hv : 0 < v) (hvt : v < t) :
    StrictMonoOn (tmoveEnergy v t) (Set.Ici 1) := by
  intro a ha b _ hab
  have ha1 : 1 ≤ a := ha
  have ha0 : 0 < a := by linarith
  have hb0 : 0 < b := by linarith
  have ht : t ≠ 0 := (hv.trans hvt).ne'
  obtain ⟨ga, na⟩ := tmoveEnergy_ground hv hvt ha0
  obtain ⟨gb, nb⟩ := tmoveEnergy_ground hv hvt hb0
  have qa := (tmove_isEigenvalue_iff ht ha0.ne').mp ga.1
  have qb := (tmove_isEigenvalue_iff ht hb0.ne').mp gb.1
  -- the trace `v (a + 1/a)` increases with `a`
  have hx : 1 / a ≤ 1 := (div_le_one ha0).mpr ha1
  have hy : 1 / b < 1 := (div_lt_one hb0).mpr (by linarith)
  have hy0 : 0 < 1 / b := one_div_pos.mpr hb0
  have hxy : 1 / a - 1 / b = (b - a) * (1 / a * (1 / b)) := by
    linear_combination -(1 / a) * mul_one_div_cancel hb0.ne'
      + 1 / b * mul_one_div_cancel ha0.ne'
  have hp : 1 / a * (1 / b) < 1 := by nlinarith [mul_nonneg (sub_nonneg.mpr hx) hy0.le]
  have hs : a + 1 / a < b + 1 / b := by
    nlinarith [mul_pos (sub_pos.mpr hab) (sub_pos.mpr hp)]
  have hS : v * (a + 1 / a) < v * (b + 1 / b) := mul_lt_mul_of_pos_left hs hv
  have hSb : 0 < v * (b + 1 / b) := by positivity
  by_contra hlt
  have hle : tmoveEnergy v t b ≤ tmoveEnergy v t a := not_lt.mp hlt
  nlinarith [mul_nonneg (sub_nonneg.mpr hle)
    (show 0 ≤ v * (b + 1 / b) - tmoveEnergy v t a - tmoveEnergy v t b by linarith),
    mul_pos (sub_pos.mpr hS) (neg_pos.mpr na)]

/-- As the trial amplitude `a` runs over the positive reals, the T-move ground energy takes
exactly the values from `v - t` (included) up to zero (excluded). -/
theorem tmove_energy_range {v t E : ℝ} (hv : 0 < v) (hvt : v < t) :
    (∃ a, 0 < a ∧ IsGroundEnergy (tmoveH v t a) E) ↔ v - t ≤ E ∧ E < 0 := by
  constructor
  · rintro ⟨a, ha, hE⟩
    obtain ⟨g, n⟩ := tmoveEnergy_ground hv hvt ha
    have he : E = tmoveEnergy v t a := IsLeast.unique hE g
    exact ⟨(tmove_energy_bound hv hvt ha (exact_ground hvt) hE).1, by rw [he]; exact n⟩
  · rintro ⟨hl, hE⟩
    have hE0 : E ≠ 0 := hE.ne
    have hv0 : v ≠ 0 := hv.ne'
    -- the value `s` of `a + 1/a` that the secular equation requires
    obtain ⟨s, hs⟩ : ∃ s, v * s * E = E ^ 2 - (t ^ 2 - v ^ 2) :=
      ⟨(E ^ 2 - (t ^ 2 - v ^ 2)) / (v * E), by field_simp⟩
    have hs2 : 2 ≤ s := by
      by_contra hlt
      have hlt' : s < 2 := not_le.mp hlt
      nlinarith [mul_pos (mul_pos hv (sub_pos.mpr hlt')) (neg_pos.mpr hE),
        mul_nonneg (show 0 ≤ E - (v - t) by linarith) (show 0 ≤ v + t - E by linarith)]
    obtain ⟨a, ha, ha2⟩ : ∃ a, 0 < a ∧ a ^ 2 + 1 = s * a := by
      have hR := Real.sq_sqrt (show 0 ≤ s ^ 2 - 4 by nlinarith)
      refine ⟨(s + Real.sqrt (s ^ 2 - 4)) / 2, ?_, by linear_combination hR / 4⟩
      linarith [Real.sqrt_nonneg (s ^ 2 - 4)]
    have hinv : 1 / a = s - a := by
      rw [div_eq_iff ha.ne']
      linear_combination ha2
    exact ⟨a, ha, tmove_ground_of_neg hv hvt ha hE (by rw [hinv]; linear_combination -hs)⟩

end

end TwoSiteTMove
```

```lean
#print axioms TwoSiteTMove.tmove_energy_bound
#print axioms TwoSiteTMove.tmoveEnergy_strictMonoOn
#print axioms TwoSiteTMove.tmove_energy_range
```

```
'TwoSiteTMove.tmove_energy_bound' depends on axioms: [propext, Classical.choice, Quot.sound]
'TwoSiteTMove.tmoveEnergy_strictMonoOn' depends on axioms: [propext, Classical.choice, Quot.sound]
'TwoSiteTMove.tmove_energy_range' depends on axioms: [propext, Classical.choice, Quot.sound]
```

## How the proof follows the algebra

`isEigenvalue_iff` is the general secular equation. In the forward direction, `h0` and `h1` are the two component equations, and `linear_combination` performs the two eliminations. If the determinant were non-zero, both amplitudes would vanish, against `hx`. The reverse direction supplies the vector $(-w,p-E)$.

`exact_ground` applies this to $H$. It checks that $v-t$ is a root and then excludes any lower one: for $E<v-t$, both $(v-t)-E$ and $-(v-t)-E$ are positive, so their product cannot be zero as the secular equation demands.

`tmove_isEigenvalue_iff` rewrites the secular equation of $H_a$ using $a\cdot(1/a)=1$. `tmove_ground_of_neg` then shows that any negative root is the lowest eigenvalue. Two distinct roots must add up to $S>0$, so a second root below a negative one is impossible; `nlinarith` receives the product that expresses this. `tmoveEnergy_ground` verifies that the closed formula is such a root, with the square root exceeding $S$ because $t^2-v^2>0$.

In `tmove_energy_bound`, uniqueness of a least element replaces $E_0$ by $v-t$. The identity `fac` is the factorisation derived above. The inequality is proved by contradiction: if $E<v-t$, the left side of `fac` is negative while the right side is not. If $E=v-t$, the left side vanishes and forces $(a-1)^2=0$. For the converse at $a=1$, the proof checks that $v-t$ is an eigenvalue of $H_1$; the ground energy $E$ then cannot exceed it, and the bound already proved gives equality.

`tmoveEnergy_strictMonoOn` first establishes the growth of the trace in `hs` and `hS`. It then assumes $E_b\le E_a$, and `nlinarith` combines the two secular equations with the signs used in the subtraction argument to reach a contradiction.

`tmove_energy_range` gets its forward direction from the bound and the negative sign of the closed formula. Its reverse direction constructs $s$, proves `hs2`, and constructs $a$ from the quadratic equation. The prescribed $E$ is then a negative root of the secular equation for this $a$, so `tmove_ground_of_neg` identifies it as the ground energy.
